# For $m\ge 1$ and $mk\le n$, $k$ indistinguishable, non-overlapping m-mers fit on a row of $n$ sites in $\binom{n-(m-1)k}{k}$ ways

If adsorbed chain molecules are counted as though they only had to start on different sites, arrangements in which two molecules share a site enter the entropy. Take two dimers on a row of four sites. A dimer can start on any of three sites, so choosing two different starting sites gives three arrangements, but only one of them is free of overlap. The full row then seems to have entropy $k_B\ln 3$, where the true configurational entropy is zero, and an adsorption isotherm derived from that count inherits the error.

The correct count treats each molecule as a rigid block of $m$ consecutive sites, an m-mer, and admits only arrangements without overlap. Here $n$ is the number of sites, $k$ the number of adsorbed m-mers (not Boltzmann's constant, which is written $k_B$), and $m$ the length of a molecule in sites. The condition $m\ge 1$ says that an adsorbed molecule covers at least one site, and $mk\le n$ says that the row has enough sites for all of them.

```lean
import Mathlib

open Finset

namespace LinearMmerAdsorption
```

## Molecules as blocks of sites

The sites are numbered $0,1,\dots,n-1$. An m-mer whose left end is on site $s$ covers $s,s+1,\dots,s+m-1$. In Lean this is the half-open interval from $s$ to $s+m$.

```lean
/-- The `m` consecutive sites covered by an m-mer whose left end sits on site `s`. -/
def block (m s : ℕ) : Finset ℕ := Finset.Ico s (s + m)
```

A placement of $k$ m-mers is a set $S$ of $k$ left ends whose blocks lie in the row and are pairwise disjoint. Since $S$ is a set and not a list, exchanging two molecules gives nothing new, so the m-mers are indistinguishable. The row has open ends: no block wraps round from the last site to the first. Write $N_m(n,k)$ for the number of placements, which is `(placements m n k).card` in the code.

```lean
/-- The placements of `k` indistinguishable m-mers on the sites `0, …, n - 1`: sets of `k` left
ends whose blocks lie in the row and do not overlap. -/
def placements (m n k : ℕ) : Finset (Finset ℕ) :=
  ((range n).powersetCard k).filter fun S =>
    (∀ s ∈ S, block m s ⊆ range n) ∧
      ∀ s ∈ S, ∀ t ∈ S, s ≠ t → Disjoint (block m s) (block m t)
```

Giving each adsorbed m-mer an activity $z$ leads to the grand partition function

$$\Xi_m(n)=\sum_{k=0}^{n}N_m(n,k)\,z^k .$$

The code allows any real $z$; physically $z=q\,e^{\mu/k_BT}$, with $\mu$ the chemical potential, $T$ the temperature and $q$ the partition function of a single m-mer adsorbed at a fixed position on the row. Identifying this sum with that of a real row of adsorption sites is a physical assumption: every placement of $k$ molecules must carry the same weight $z^k$, with no interaction between molecules besides exclusion and no preferred sites.

```lean
/-- The grand partition function of m-mers on a row of `n` sites, with activity `z` for each
adsorbed m-mer and no interaction besides exclusion. -/
noncomputable def grandPartition (m n : ℕ) (z : ℝ) : ℝ :=
  ∑ k ∈ range (n + 1), ((placements m n k).card : ℝ) * z ^ k
```

## Disjoint blocks have left ends at least $m$ apart

A block starting at $s$ ends at $s+m-1$, so it lies in the row exactly when $s+m\le n$. Now take two left ends $s<t$. If $s+m\le t$, the first block ends before the second begins. If instead $t<s+m$, site $t$ belongs to both blocks. Hence

$$\text{the blocks at } s<t \text{ are disjoint}\iff s+m\le t .$$

The next theorem restates membership in `placements` in terms of these inequalities. The auxiliary facts `sub` and `dis` are the two equivalences just derived, and `omega` settles the integer inequalities. The definition speaks of unequal left ends and the theorem of ordered ones, so the last lines treat $s<t$ and $t<s$ separately and use the symmetry of disjointness.

```lean
/-- For `m ≥ 1`, a set of `k` left ends is a placement exactly when every m-mer ends within the
row and any two left ends are at least `m` sites apart. -/
theorem mem_placements {m n k : ℕ} (hm : 1 ≤ m) {S : Finset ℕ} :
    S ∈ placements m n k ↔ S.card = k ∧ (∀ s ∈ S, s + m ≤ n) ∧
      ∀ s ∈ S, ∀ t ∈ S, s < t → s + m ≤ t := by
  have sub : ∀ s, block m s ⊆ range n ↔ s + m ≤ n := by
    intro s
    constructor
    · intro h
      have h1 := h (show s + m - 1 ∈ block m s by
        simp only [block, Finset.mem_Ico]; omega)
      rw [Finset.mem_range] at h1
      omega
    · intro h x hx
      simp only [block, Finset.mem_Ico] at hx
      rw [Finset.mem_range]
      omega
  have dis : ∀ s t, s < t → (Disjoint (block m s) (block m t) ↔ s + m ≤ t) := by
    intro s t hst
    rw [Finset.disjoint_left]
    constructor
    · intro h
      by_contra hc
      exact h (show t ∈ block m s by simp only [block, Finset.mem_Ico]; omega)
        (show t ∈ block m t by simp only [block, Finset.mem_Ico]; omega)
    · intro h x hx hy
      simp only [block, Finset.mem_Ico] at hx hy
      omega
  simp only [placements, Finset.mem_filter, Finset.mem_powersetCard, sub]
  constructor
  · rintro ⟨⟨_, hk⟩, hf, hd⟩
    exact ⟨hk, hf, fun s hs t ht h => (dis s t h).1 (hd s hs t ht h.ne)⟩
  · rintro ⟨hk, hf, hd⟩
    refine ⟨⟨fun s hs => Finset.mem_range.2 (by have := hf s hs; omega), hk⟩, hf,
      fun s hs t ht h => ?_⟩
    rcases lt_or_gt_of_ne h with h | h
    · exact (dis s t h).2 (hd s hs t ht h)
    · exact ((dis t s h).2 (hd t ht s hs h)).symm
```

## Occupied sites and the overfull row

The $k$ blocks are disjoint and each has $m$ sites, so together they cover

$$\sum_{s\in S}m=mk$$

sites. In Lean the occupied region is the union of the blocks over $S$, and `Finset.card_biUnion` turns its size into this sum because the blocks do not overlap.

```lean
/-- A placement of `k` m-mers covers exactly `m k` sites. -/
theorem card_occupied {m n k : ℕ} {S : Finset ℕ} (hS : S ∈ placements m n k) :
    (S.biUnion (block m)).card = m * k := by
  simp only [placements, Finset.mem_filter, Finset.mem_powersetCard] at hS
  obtain ⟨⟨_, hk⟩, _, hd⟩ := hS
  rw [Finset.card_biUnion]
  · simp [block, hk, mul_comm]
  · intro s hs t ht h
    exact hd s hs t ht h
```

The occupied sites all belong to the row, so $mk\le n$ whenever a placement exists. Therefore $N_m(n,k)=0$ if $n<mk$. The proof supposes that there is a placement and compares the size of its occupied region with that of the row.

```lean
/-- If `k` m-mers need more sites than the row has, there is no placement. -/
theorem placements_overfull {m n k : ℕ} (h : n < m * k) : placements m n k = ∅ := by
  rw [Finset.eq_empty_iff_forall_notMem]
  intro S hS
  have h1 := card_occupied hS
  have h2 : S.biUnion (block m) ⊆ range n := by
    simp only [placements, Finset.mem_filter] at hS
    exact Finset.biUnion_subset.2 hS.2.1
  have h3 := Finset.card_le_card h2
  rw [h1, Finset.card_range] at h3
  exact absurd h3 (not_le_of_gt h)
```

At the other extreme, there is exactly one way to adsorb nothing: $N_m(n,0)=1$, also for a row without sites.

```lean
/-- There is exactly one placement of zero m-mers on a row of `n` sites. -/
theorem card_placements_zero (m n : ℕ) : (placements m n 0).card = 1 := by
  simp [placements, Finset.filter_singleton]
```

## What happens on the last site

Consider $k+1$ m-mers on $n+m$ sites. The last site is $n+m-1$, and only an m-mer with left end $n$ can cover it.

- If the last site is empty, all $k+1$ m-mers lie on the first $n+m-1$ sites.
- If it is covered, remove the m-mer that starts at $n$. Every other left end $s$ is smaller than $n$, so the separation condition gives $s+m\le n$. What remains is a placement of $k$ m-mers on $n$ sites.

Both steps can be reversed, and no placement belongs to both cases. Thus

$$N_m(n+m,k+1)=N_m(n+m-1,k+1)+N_m(n,k).$$

In the proof, `split` writes the set of placements as the union of the two cases, the second being obtained by inserting $n$ into each smaller placement. `hdisj` shows that the cases exclude each other. Different smaller placements give different larger ones, because erasing $n$ recovers the original set; the final `calc` block records this.

```lean
/-- For `m ≥ 1`, the number of placements of `k + 1` m-mers on `n + m` sites is the number for
`k + 1` m-mers on `n + m - 1` sites plus the number for `k` m-mers on `n` sites. -/
theorem card_placements_rec {m : ℕ} (hm : 1 ≤ m) (n k : ℕ) :
    (placements m (n + m) (k + 1)).card =
      (placements m (n + m - 1) (k + 1)).card + (placements m n k).card := by
  have hnot : ∀ S ∈ placements m n k, n ∉ S := fun S hS h => by
    have := ((mem_placements hm).1 hS).2.1 n h
    omega
  -- split according to whether an m-mer starts on site n
  have split : placements m (n + m) (k + 1) =
      placements m (n + m - 1) (k + 1) ∪ (placements m n k).image (insert n) := by
    ext S
    simp only [Finset.mem_union, Finset.mem_image, mem_placements hm]
    constructor
    · rintro ⟨hk, hf, hd⟩
      by_cases hn : n ∈ S
      · right
        refine ⟨S.erase n, ⟨by simp [Finset.card_erase_of_mem hn, hk], ?_, ?_⟩,
          Finset.insert_erase hn⟩
        · intro s hs
          have hs' := Finset.mem_erase.1 hs
          have h1 := hf s hs'.2
          have h2 := hs'.1
          exact hd s hs'.2 n hn (by omega)
        · intro s hs t ht
          exact hd s (Finset.mem_of_mem_erase hs) t (Finset.mem_of_mem_erase ht)
      · left
        refine ⟨hk, fun s hs => ?_, hd⟩
        have h1 := hf s hs
        have h2 : s ≠ n := fun e => hn (e ▸ hs)
        omega
    · rintro (⟨hk, hf, hd⟩ | ⟨T, ⟨hk, hf, hd⟩, rfl⟩)
      · exact ⟨hk, fun s hs => by have := hf s hs; omega, hd⟩
      · have hn : n ∉ T := fun h => by have := hf n h; omega
        refine ⟨by rw [Finset.card_insert_of_notMem hn, hk], ?_, ?_⟩
        · intro s hs
          rcases Finset.mem_insert.1 hs with h | h
          · omega
          · have := hf s h
            omega
        · intro s hs t ht hst
          rcases Finset.mem_insert.1 hs with h1 | h1 <;>
            rcases Finset.mem_insert.1 ht with h2 | h2
          · omega
          · have := hf t h2
            omega
          · have := hf s h1
            omega
          · exact hd s h1 t h2 hst
  have hdisj : Disjoint (placements m (n + m - 1) (k + 1))
      ((placements m n k).image (insert n)) := by
    rw [Finset.disjoint_left]
    intro S h1 h2
    obtain ⟨T, _, rfl⟩ := Finset.mem_image.1 h2
    have := ((mem_placements hm).1 h1).2.1 n (Finset.mem_insert_self n T)
    omega
  rw [split, Finset.card_union_of_disjoint hdisj, Finset.card_image_of_injOn]
  intro S hS T hT h
  calc S = (insert n S).erase n := (Finset.erase_insert (hnot S (Finset.mem_coe.1 hS))).symm
    _ = (insert n T).erase n := congrArg (fun U => Finset.erase U n) h
    _ = T := Finset.erase_insert (hnot T (Finset.mem_coe.1 hT))
```

## Molecules and vacancies in a sequence

Let $v$ be the number of vacant sites, so that $n=mk+v$. Read from left to right, the row is a sequence of $k+v$ objects, each an m-mer or a vacancy, which suggests

$$N_m(mk+v,k)=\binom{k+v}{k}.$$

The recursion proves this by induction on $k$, with an inner induction on $v$. For $k=0$ both sides are 1. For $k+1$ m-mers and no vacancy, the last site must be covered, and

$$N_m(mk+m,k+1)=0+N_m(mk,k)=1 .$$

The zero is the overfull case, since $mk+m-1$ sites cannot hold $k+1$ m-mers. For $v+1$ vacancies the two induction hypotheses and Pascal's rule give

$$N_m(m(k+1)+v+1,k+1)=\binom{k+1+v}{k+1}+\binom{k+v+1}{k}=\binom{k+v+2}{k+1}.$$

In Lean, `generalizing v` makes the outer hypothesis available for every number of vacancies, which the last step needs at $v+1$. The equations `e` to `e4` bring the row lengths and binomial arguments into matching form, and `Nat.choose_succ_succ'` is Pascal's rule.

```lean
/-- For `m ≥ 1`, `k` m-mers and `v` vacancies fill a row of `m k + v` sites in
`(k + v).choose k` ways. -/
theorem card_placements_vacancies {m : ℕ} (hm : 1 ≤ m) (k v : ℕ) :
    (placements m (m * k + v) k).card = (k + v).choose k := by
  induction k generalizing v with
  | zero => simp [card_placements_zero]
  | succ k ih =>
    induction v with
    | zero =>
      have e : m * (k + 1) + 0 = m * k + 0 + m := by ring
      have h0 : m * k + 0 + m - 1 < m * (k + 1) := by
        rw [mul_add, mul_one]; omega
      rw [e, card_placements_rec hm, ih 0, placements_overfull h0]
      simp
    | succ v ihv =>
      have e : m * (k + 1) + (v + 1) = m * k + (v + 1) + m := by ring
      have e2 : m * k + (v + 1) + m - 1 = m * (k + 1) + v := by
        rw [mul_add, mul_one]; omega
      have e3 : k + 1 + (v + 1) = k + 1 + v + 1 := by omega
      have e4 : k + (v + 1) = k + 1 + v := by omega
      -- the two cases add up by Pascal's rule
      rw [e, card_placements_rec hm, e2, ihv, ih (v + 1), e3, e4,
        Nat.choose_succ_succ' (k + 1 + v) k]
      exact Nat.add_comm _ _
```

The vacancy formula fails for $m=0$: with $k=1$ and $v=0$ the row has no site on which a left end could be placed, so the count is 0, while the binomial coefficient is 1.

## The count in terms of the row length

When $mk\le n$, the number of vacancies is $v=n-mk$, and $k+v=n-(m-1)k$. Substitution gives

$$N_m(n,k)=\binom{n-(m-1)k}{k}>0 .$$

The theorem states the positivity and the value together. Its proof obtains $v$ from the hypothesis $mk\le n$, rewrites the upper entry of the binomial coefficient as $k+v$, and applies the vacancy formula. Positivity follows from $k\le k+v$.

```lean
/-- For `m ≥ 1` and `m k ≤ n`, `k` m-mers can be placed on a row of `n` sites, and the number of
ways is the binomial coefficient of `n - (m - 1) k` over `k`. -/
theorem card_placements {m n k : ℕ} (hm : 1 ≤ m) (h : m * k ≤ n) :
    0 < (placements m n k).card ∧
      (placements m n k).card = (n - (m - 1) * k).choose k := by
  obtain ⟨v, rfl⟩ := Nat.exists_eq_add_of_le h
  have e : m * k + v - (m - 1) * k = k + v := by
    obtain ⟨p, rfl⟩ : ∃ p, m = p + 1 := ⟨m - 1, by omega⟩
    rw [Nat.add_sub_cancel, add_mul, one_mul]
    omega
  rw [card_placements_vacancies hm, e]
  exact ⟨Nat.choose_pos (by omega), rfl⟩
```

When $mk>n$ the positivity fails. Two dimers do not fit on three sites, so the count is 0; the formula agrees there, as $\binom{1}{2}=0$.

For $m=1$ the result is $\binom{n}{k}$, the count behind the Langmuir isotherm. For two dimers on four sites it gives $\binom{2}{2}=1$, the single arrangement found at the start.

## From the counting recursion to the partition function

The sum defining $\Xi_m(n)$ stops at $k=n$. Extending it changes nothing, because $k>n$ and $m\ge1$ imply $mk>n$, and the overfull row contributes zero. This allows partition functions of rows of different lengths to be written with convenient common limits.

```lean
/-- For `m ≥ 1`, extending the sum over the number of m-mers beyond `n` leaves the grand
partition function unchanged. -/
theorem sum_eq_grandPartition {m n K : ℕ} (hm : 1 ≤ m) (z : ℝ) (h : n + 1 ≤ K) :
    ∑ k ∈ range K, ((placements m n k).card : ℝ) * z ^ k = grandPartition m n z := by
  unfold grandPartition
  symm
  refine Finset.sum_subset (fun x hx => ?_) (fun k _ hk => ?_)
  · rw [Finset.mem_range] at hx ⊢
    omega
  · have h1 : n < k := by
      rw [Finset.mem_range] at hk
      omega
    rw [placements_overfull (lt_of_lt_of_le h1 (Nat.le_mul_of_pos_left k hm))]
    simp
```

Now separate the empty row from the sum for $n+m$ sites and apply the counting recursion to each remaining term:

$$\begin{aligned}
\Xi_m(n+m)&=1+\sum_{k\ge0}N_m(n+m,k+1)\,z^{k+1}\\
&=1+\sum_{k\ge0}N_m(n+m-1,k+1)\,z^{k+1}+z\sum_{k\ge0}N_m(n,k)\,z^k\\
&=\Xi_m(n+m-1)+z\,\Xi_m(n).
\end{aligned}$$

The first two terms of the second line form the partition function with the last site empty; the third has an m-mer ending there, which supplies the factor $z$. In the proof, `Finset.sum_range_succ'` separates the term $k=0$, and `key` takes one factor $z$ out of the last sum.

```lean
/-- For `m ≥ 1`, the grand partition function of a row of `n + m` sites is that of `n + m - 1`
sites plus `z` times that of `n` sites. -/
theorem grandPartition_rec {m : ℕ} (hm : 1 ≤ m) (n : ℕ) (z : ℝ) :
    grandPartition m (n + m) z =
      grandPartition m (n + m - 1) z + z * grandPartition m n z := by
  rw [← sum_eq_grandPartition hm z (le_refl (n + m + 1)),
    ← sum_eq_grandPartition hm z (show n + m - 1 + 1 ≤ n + m + 1 by omega),
    ← sum_eq_grandPartition hm z (show n + 1 ≤ n + m by omega)]
  have key : ∑ k ∈ range (n + m), ((placements m n k).card : ℝ) * z ^ (k + 1) =
      z * ∑ k ∈ range (n + m), ((placements m n k).card : ℝ) * z ^ k := by
    rw [Finset.mul_sum]
    exact Finset.sum_congr rfl fun k _ => by ring
  -- separate the empty row, then use the counting recursion term by term
  rw [Finset.sum_range_succ' _ (n + m), Finset.sum_range_succ' _ (n + m)]
  simp only [card_placements_zero, card_placements_rec hm, Nat.cast_add, add_mul,
    Finset.sum_add_distrib, key]
  ring

end LinearMmerAdsorption
```

```lean
#print axioms LinearMmerAdsorption.card_placements
-- 'LinearMmerAdsorption.card_placements' depends on axioms: [propext, Classical.choice, Quot.sound]
#print axioms LinearMmerAdsorption.grandPartition_rec
-- 'LinearMmerAdsorption.grandPartition_rec' depends on axioms: [propext, Classical.choice, Quot.sound]
```

## Coverage of a four-site row by dimers

For dimers the recursion is $\Xi_2(n+2)=\Xi_2(n+1)+z\,\Xi_2(n)$. Rows of zero and one site hold no dimer, so $\Xi_2(0)=\Xi_2(1)=1$, and then

$$\Xi_2(2)=1+z,\qquad \Xi_2(3)=1+2z,\qquad \Xi_2(4)=1+3z+z^2 .$$

The mean number of adsorbed molecules is $\langle k\rangle=z\,\Xi'/\Xi$, where the prime is the derivative with respect to $z$, and the fraction of covered sites is $\theta=m\langle k\rangle/n$. On four sites,

$$\theta=\frac{2}{4}\cdot\frac{3z+2z^2}{1+3z+z^2},$$

which equals $1/2$ at $z=1$. Treating the three possible left ends as independent would replace $\Xi_2(4)$ by $(1+z)^3$ and give $\theta=3/4$ at the same activity.

For rigid m-mers on a single finite row with exclusion as the only interaction, $\Xi_m(n)$ thus gives the equilibrium coverage that a grand canonical Monte Carlo simulation of the same lattice model estimates by sampling.
